# Excitation energies of a determinant from reference orbital energies and pair interactions

Two electrons leave the occupied spin orbitals $i$ and $j$ of a Slater determinant and enter the empty spin orbitals $a$ and $b$. All other electrons stay where they are, and the orbitals themselves do not change. The difference of orbital energies, $e_a+e_b-e_i-e_j$, is a first estimate of the energy change, but each of these four numbers was computed in the field of the original determinant. After the excitation, $i$ and $j$ no longer repel anything, and $a$ and $b$ repel each other. What has to be added to the orbital energy difference to get the energy change of the determinant exactly?

## The energy change for two electrons and for any number

Let $S$ be the finite set of occupied spin orbitals. Its energy is

$$E(S)=\sum_{p\in S}h_p+\tfrac12\sum_{p,q\in S}w_{pq},$$

where $h_p$ is the one-electron energy of orbital $p$ and $w_{pq}=w_{qp}$ is the interaction of an electron in $p$ with one in $q$. For electrons, $w_{pq}$ is the Coulomb integral minus the exchange integral, and $w_{pp}=0$. The energy of any orbital $p$, occupied or empty, in the field of $S$ is

$$e_p=h_p+\sum_{k\in S}w_{pk}.$$

For distinct $i,j$ in $S$ and distinct $a,b$ outside it, replacing $i,j$ by $a,b$ changes the energy by

$$\Delta E=e_a+e_b-e_i-e_j+w_{ab}+w_{ij}-w_{ai}-w_{aj}-w_{bi}-w_{bj}.$$

Each correction repairs a particular miscount. The energies $e_a$ and $e_b$ include repulsion from $i$ and $j$, which are now empty, so four terms are subtracted. They omit the repulsion between $a$ and $b$, so $w_{ab}$ is added. The sum $e_i+e_j$ contains $w_{ij}$ twice, although the pair is lost only once, so one $w_{ij}$ is returned.

The same bookkeeping works for any number of electrons. Write $W(A,B)=\sum_{p\in A}\sum_{q\in B}w_{pq}$. Removing a set $I\subseteq S$ and adding a set $A$ disjoint from $S$ gives

$$\Delta E=\sum_{a\in A}e_a-\sum_{i\in I}e_i+\tfrac12W(A,A)+\tfrac12W(I,I)-W(A,I).$$

Here $A$ and $I$ may differ in size, either may be empty, and the diagonal of $w$ may be arbitrary.

## Diagonal CI elements and perturbation denominators

In a configuration interaction calculation with a fixed set of orthonormal orbitals, $E(S)$ is the diagonal Hamiltonian element of the determinant $S$, apart from a constant such as the nuclear repulsion. These elements enter the diagonal preconditioner of a Davidson solver, and their differences from the reference energy are, up to sign, the Epstein–Nesbet denominators when the reference is a single determinant.

With $e_p$ and $w_{pq}$ tabulated, a double excitation costs four orbital energies and six pair interactions, whatever the number of electrons. Summing $E$ afresh takes a number of pair terms that grows quadratically with it. The table of $e_p$ belongs to one reference, however. If the code moves on to another determinant and measures excitations from there, the orbital energies have to be updated first.

The formula also serves as a test: the update and a direct evaluation of both energies should agree to rounding.

## Splitting both determinants over their common core

Take first two disjoint sets $R$ and $A$. The double sum over $R\cup A$ falls into four blocks:

$$W(R\cup A,R\cup A)=W(R,R)+W(R,A)+W(A,R)+W(A,A).$$

Symmetry of $w$ gives $W(A,R)=W(R,A)$, and the factor $\tfrac12$ in the energy turns the two equal blocks into one:

$$E(R\cup A)=E(R)+E(A)+W(R,A).$$

Now let $C=S\setminus I$ be the orbitals occupied both before and after the excitation. The excited determinant is $C\cup A$ and the reference is $C\cup I$, both disjoint unions, so

$$E(C\cup A)=E(C)+E(A)+W(C,A),\qquad E(S)=E(C)+E(I)+W(C,I).$$

The energy of the core cancels in the difference:

$$\Delta E=E(A)-E(I)+W(A,C)-W(I,C).$$

The orbital energies refer to the field of $S$ and not to that of $C$. Since $S$ is the disjoint union of $C$ and $I$,

$$W(A,C)=W(A,S)-W(A,I),\qquad W(I,C)=W(I,S)-W(I,I).$$

Summing the definition of $e_p$ over a set $B$ gives $\sum_{p\in B}e_p=\sum_{p\in B}h_p+W(B,S)$. With $B=A$ and $B=I$ this collects all one-electron terms and all interactions with $S$:

$$\Delta E=\sum_{a\in A}e_a+\tfrac12W(A,A)-W(A,I)-\sum_{i\in I}e_i-\tfrac12W(I,I)+W(I,I).$$

The last two terms combine to $+\tfrac12W(I,I)$, which is the general formula.

For $A=\{a,b\}$ and $I=\{i,j\}$ with zero diagonal, $\tfrac12W(A,A)=\tfrac12(w_{ab}+w_{ba})=w_{ab}$ and likewise $\tfrac12W(I,I)=w_{ij}$. The block $W(A,I)$ has the four entries $w_{ai},w_{aj},w_{bi},w_{bj}$. This is the double excitation formula.

For $A=\{a\}$ and $I=\{i\}$, again with zero diagonal, the general formula reduces to $\Delta E_{i\to a}=e_a-e_i-w_{ai}$. Subtracting this and the corresponding expression for $j\to b$ from the double excitation energy leaves

$$\Delta E-\Delta E_{i\to a}-\Delta E_{j\to b}=w_{ab}+w_{ij}-w_{aj}-w_{bi}.$$

The left side depends on which hole is paired with which particle, although the doubly excited determinant does not.

Finally, let $w_{pq}=\langle pq|pq\rangle-\langle pq|qp\rangle$. For $p=q$ the two integrals coincide and $w_{pp}=0$. Exchanging the two electrons, $\langle pq|rs\rangle=\langle qp|sr\rangle$, turns both integrals of $w_{pq}$ into those of $w_{qp}$, so $w$ is symmetric.

## The Lean file and its reading

```lean
import Mathlib

open Finset

namespace DeterminantExcitation

noncomputable section

variable {ι : Type*}

/-- The total pair interaction between the orbitals of `A` and those of `B`,
summed over all ordered pairs. -/
def interaction (w : ι → ι → ℝ) (A B : Finset ι) : ℝ :=
  ∑ p ∈ A, ∑ q ∈ B, w p q

/-- The energy of a determinant with occupied spin orbitals `S`: one-electron terms plus
half the sum of the pair interactions. -/
def energy (h : ι → ℝ) (w : ι → ι → ℝ) (S : Finset ι) : ℝ :=
  (∑ p ∈ S, h p) + 1 / 2 * interaction w S S

/-- The energy of orbital `p`, occupied or empty, in the field of the electrons in `S`. -/
def orbitalEnergy (h : ι → ℝ) (w : ι → ι → ℝ) (S : Finset ι) (p : ι) : ℝ :=
  h p + ∑ k ∈ S, w p k

/-- The Coulomb integral minus the exchange integral of two spin orbitals, taken from
two-electron integrals `g p q r s = ⟨pq|rs⟩`. -/
def coulombExchange (g : ι → ι → ι → ι → ℝ) (p q : ι) : ℝ :=
  g p q p q - g p q q p

/-- For a symmetric pair interaction, the interaction of `A` with `B` equals that of
`B` with `A`. -/
theorem interaction_comm (w : ι → ι → ℝ) (hw : ∀ p q, w p q = w q p) (A B : Finset ι) :
    interaction w A B = interaction w B A := by
  unfold interaction
  rw [Finset.sum_comm]
  exact Finset.sum_congr rfl fun q _ => Finset.sum_congr rfl fun p _ => hw p q

/-- For a symmetric pair interaction, the energy of two disjoint groups of occupied orbitals
is the sum of their separate energies plus their mutual interaction. -/
theorem energy_union [DecidableEq ι] (h : ι → ℝ) (w : ι → ι → ℝ)
    (hw : ∀ p q, w p q = w q p) {R A : Finset ι} (hd : Disjoint R A) :
    energy h w (R ∪ A) = energy h w R + energy h w A + interaction w R A := by
  have hc := interaction_comm w hw A R
  unfold interaction at hc
  simp only [energy, interaction, Finset.sum_union hd, Finset.sum_add_distrib]
  -- the two cross terms are equal and cancel the factor one half
  linear_combination (1 / 2) * hc

/-- The orbital energies of a group `A` add up to its one-electron terms plus its interaction
with the reference `S`. -/
theorem sum_orbitalEnergy (h : ι → ℝ) (w : ι → ι → ℝ) (S A : Finset ι) :
    ∑ p ∈ A, orbitalEnergy h w S p = (∑ p ∈ A, h p) + interaction w A S := by
  simp only [orbitalEnergy, interaction, Finset.sum_add_distrib]

/-- Let the pair interaction be symmetric. Removing any group `I` of occupied orbitals from `S` and
filling any group `A` of empty ones changes the energy by the difference of the orbital energies,
plus half of `interaction w A A` and half of `interaction w I I`, minus `interaction w A I`. -/
theorem excitation_energy [DecidableEq ι] (h : ι → ℝ) (w : ι → ι → ℝ)
    (hw : ∀ p q, w p q = w q p) {S I A : Finset ι} (hI : I ⊆ S) (hA : Disjoint S A) :
    energy h w ((S \ I) ∪ A) - energy h w S =
      (∑ a ∈ A, orbitalEnergy h w S a) - (∑ i ∈ I, orbitalEnergy h w S i)
        + 1 / 2 * interaction w A A + 1 / 2 * interaction w I I - interaction w A I := by
  -- both determinants share the core `S \ I`
  have e1 := energy_union h w hw (hA.mono_left (Finset.sdiff_subset (s := S) (t := I)))
  have e2 := energy_union h w hw (Finset.sdiff_disjoint (s := I) (t := S))
  rw [Finset.sdiff_union_of_subset hI] at e2
  -- the field of the reference is that of the core plus that of `I`
  have split : ∀ B : Finset ι,
      interaction w B S = interaction w B (S \ I) + interaction w B I := by
    intro B
    unfold interaction
    rw [← Finset.sum_add_distrib]
    exact Finset.sum_congr rfl fun p _ => (Finset.sum_sdiff hI).symm
  have eA : energy h w A = (∑ p ∈ A, h p) + 1 / 2 * interaction w A A := rfl
  have eI : energy h w I = (∑ p ∈ I, h p) + 1 / 2 * interaction w I I := rfl
  linarith [sum_orbitalEnergy h w S A, sum_orbitalEnergy h w S I, split A, split I,
    interaction_comm w hw A (S \ I), interaction_comm w hw I (S \ I)]

/-- Let the pair interaction be symmetric with zero diagonal. Replacing two distinct occupied
orbitals `i`, `j` by two distinct empty ones `a`, `b` changes the energy by the orbital energy
difference plus particle-particle and hole-hole terms minus four particle-hole terms. -/
theorem double_excitation_energy [DecidableEq ι] (h : ι → ℝ) (w : ι → ι → ℝ)
    (hw : ∀ p q, w p q = w q p) (h0 : ∀ p, w p p = 0) {S : Finset ι} {i j a b : ι}
    (hi : i ∈ S) (hj : j ∈ S) (hij : i ≠ j) (ha : a ∉ S) (hb : b ∉ S) (hab : a ≠ b) :
    energy h w ((S \ {i, j}) ∪ {a, b}) - energy h w S =
      orbitalEnergy h w S a + orbitalEnergy h w S b
        - orbitalEnergy h w S i - orbitalEnergy h w S j
        + w a b + w i j - w a i - w a j - w b i - w b j := by
  have hI : ({i, j} : Finset ι) ⊆ S := by simp [Finset.insert_subset_iff, hi, hj]
  have hA : Disjoint S ({a, b} : Finset ι) := by simp [ha, hb]
  have key := excitation_energy h w hw hI hA
  simp only [interaction, Finset.sum_pair hij, Finset.sum_pair hab, h0] at key
  linarith [hw b a, hw j i]

/-- Let the pair interaction be symmetric with zero diagonal, `i`, `j` distinct and occupied,
`a`, `b` distinct and empty. The double excitation energy minus the energies of the separate
excitations `i → a` and `j → b` is `w a b + w i j - w a j - w b i`. -/
theorem double_excitation_nonadditivity [DecidableEq ι] (h : ι → ℝ) (w : ι → ι → ℝ)
    (hw : ∀ p q, w p q = w q p) (h0 : ∀ p, w p p = 0) {S : Finset ι} {i j a b : ι}
    (hi : i ∈ S) (hj : j ∈ S) (hij : i ≠ j) (ha : a ∉ S) (hb : b ∉ S) (hab : a ≠ b) :
    (energy h w ((S \ {i, j}) ∪ {a, b}) - energy h w S)
        - (energy h w ((S \ {i}) ∪ {a}) - energy h w S)
        - (energy h w ((S \ {j}) ∪ {b}) - energy h w S) =
      w a b + w i j - w a j - w b i := by
  have k2 := double_excitation_energy h w hw h0 hi hj hij ha hb hab
  have ka := excitation_energy h w hw (Finset.singleton_subset_iff.mpr hi)
    (Finset.disjoint_singleton_right.mpr ha)
  have kb := excitation_energy h w hw (Finset.singleton_subset_iff.mpr hj)
    (Finset.disjoint_singleton_right.mpr hb)
  simp only [interaction, Finset.sum_singleton, h0] at ka kb
  linarith

/-- The double excitation energy in terms of real two-electron integrals that are unchanged when
the two electrons are exchanged, for distinct occupied `i`, `j` and distinct empty `a`, `b`. -/
theorem double_excitation_integrals [DecidableEq ι] (h : ι → ℝ) (g : ι → ι → ι → ι → ℝ)
    (hg : ∀ p q r s, g p q r s = g q p s r) {S : Finset ι} {i j a b : ι}
    (hi : i ∈ S) (hj : j ∈ S) (hij : i ≠ j) (ha : a ∉ S) (hb : b ∉ S) (hab : a ≠ b) :
    energy h (coulombExchange g) ((S \ {i, j}) ∪ {a, b}) - energy h (coulombExchange g) S =
      orbitalEnergy h (coulombExchange g) S a + orbitalEnergy h (coulombExchange g) S b
        - orbitalEnergy h (coulombExchange g) S i - orbitalEnergy h (coulombExchange g) S j
        + (g a b a b - g a b b a) + (g i j i j - g i j j i)
        - (g a i a i - g a i i a) - (g a j a j - g a j j a)
        - (g b i b i - g b i i b) - (g b j b j - g b j j b) := by
  have hw : ∀ p q, coulombExchange g p q = coulombExchange g q p := by
    intro p q
    unfold coulombExchange
    linarith [hg p q p q, hg p q q p]
  -- Coulomb and exchange cancel for an electron with itself
  have h0 : ∀ p, coulombExchange g p p = 0 := fun p => sub_self _
  exact double_excitation_energy h (coulombExchange g) hw h0 hi hj hij ha hb hab

end

end DeterminantExcitation
```

```lean
#print axioms DeterminantExcitation.double_excitation_energy
#print axioms DeterminantExcitation.double_excitation_nonadditivity
#print axioms DeterminantExcitation.double_excitation_integrals
```

```
'DeterminantExcitation.double_excitation_energy' depends on axioms: [propext, Classical.choice, Quot.sound]
'DeterminantExcitation.double_excitation_nonadditivity' depends on axioms: [propext, Classical.choice, Quot.sound]
'DeterminantExcitation.double_excitation_integrals' depends on axioms: [propext, Classical.choice, Quot.sound]
```

The type `ι` labels the spin orbitals. It may be infinite, but a determinant is a `Finset ι`, a finite set, so no orbital is occupied twice. The functions `h` and `w` are $h_p$ and $w_{pq}$, with real values. `interaction w A B` is $W(A,B)$, a sum over ordered pairs, which is why `energy` carries the factor `1 / 2`. `orbitalEnergy h w S p` is $e_p$, with the reference `S` as an explicit argument.

The general formula is `excitation_energy`. Its hypothesis `hw` is the symmetry of the interaction, `hI : I ⊆ S` says that only occupied orbitals are emptied, and `hA : Disjoint S A` says that only empty ones are filled. The excited determinant is written `(S \ I) ∪ A`. In `double_excitation_energy` the hypothesis `h0` adds the zero diagonal, and `hij` and `hab` say that the two holes are different and the two particles are different. `double_excitation_nonadditivity` compares the double excitation with the separate excitations $i\to a$ and $j\to b$ under the same hypotheses.

In `double_excitation_integrals`, `g p q r s` stands for $\langle pq|rs\rangle$, with electron 1 in $p$ and $r$ and electron 2 in $q$ and $s$. A code that stores $(pr|qs)$ has to reorder its indices accordingly. The hypothesis `hg` expresses that the two electrons are identical and that their interaction treats them alike.

The Lean proof takes the same route as the derivation above. `interaction_comm` swaps the order of summation and applies `hw` term by term. In `energy_union`, `simp only` expands the sums over the union into blocks, and `linear_combination (1 / 2) * hc` merges the two cross terms. `sum_orbitalEnergy` adds up the orbital energies of a set.

Inside `excitation_energy`, `e1` and `e2` are the decompositions of the excited determinant and of the reference over the core `S \ I`. The statement `split` separates the field of `S` into that of the core and that of `I`. What remains is linear in the sums involved, and `linarith` combines them.

For the double excitation, `Finset.sum_pair` writes out the sums over two-element sets, which is where `hij` and `hab` are used. The nonadditivity theorem applies the general formula to one-element sets and subtracts. The integral version derives symmetry from `hg` and the zero diagonal from `sub_self`, then calls the double excitation theorem.

## Fixed orbitals, diagonal energies and the self-interaction

The theorems hold for every finite reference and every choice of real $h$ and $w$ that meets the stated hypotheses. The orbitals need not come from a self-consistent calculation. With $w$ built from Coulomb and exchange integrals and $h_p$ the diagonal one-electron integral, $e_p$ is the diagonal element of the Fock matrix built from $S$. It is a Hartree–Fock eigenvalue when the orbitals are canonical for that reference.

The energy expression is the starting point. The file defines $E(S)$ as above and does not derive it from antisymmetrised wave functions, which is the task of the Slater–Condon rule for diagonal elements. The rules for matrix elements between different determinants do not appear either. $\Delta E$ is therefore a difference of determinant energies with frozen orbitals. It includes neither orbital relaxation nor the mixing of determinants, and it is in general not a spectroscopic excitation energy.

The integrals `g` are real. For complex orbitals $\langle pq|rs\rangle$ is complex in general, but the Coulomb and exchange integrals in $w_{pq}$ are still real, so `double_excitation_energy` can be applied to $w$ directly. Because the theorems speak of real numbers, they do not bound the rounding error that a long chain of floating-point updates builds up.

The zero diagonal deserves attention in code, because a table of bare Coulomb integrals has nonzero entries $w_{pp}$. Take four orbitals with $S=\{i,j\}$, set every $h_p$ to zero, and let $w_{aa}=1$ be the only nonzero interaction. Then $E(\{i,j\})=0$ and $E(\{a,b\})=\tfrac12$, so the energy changes by $\tfrac12$. All four orbital energies vanish, as do the six pair terms, and the double excitation formula returns $0$. The general formula reproduces the change of $E$, since its term $\tfrac12W(A,A)$ keeps the self-interaction. The example is artificial: for electrons such a self-interaction is spurious, and the exchange integral cancels it. Comparing the two formulas for symmetric $w$ shows what the shorter one needs for a given excitation: $w_{aa}+w_{bb}+w_{ii}+w_{jj}=0$.
